# Determinantal and single-particle absorption intensities with different ratios in a three-level example

The theorem `final_state_rule_fails` compares two ways of computing relative absorption intensities in a finite, non-interacting model with one valence electron and three final orbitals, the first of them occupied. The many-body amplitude is a 2×2 determinant of overlaps between the final orbitals and the initial ones, namely the normalised valence orbital (4/5, 3/5, 0) and the dipole-excited core orbital (1, 1, 1). The latter has norm √3, but normalising it would change neither of the ratios compared. The theorem states that the squared moduli of the amplitudes for the second and third final orbitals have ratio 1/16, while the squared single-particle dipole elements have ratio 1. The attempt computes the amplitudes as 1/5 and 4/5 from the one-electron formula, then evaluates both ratios with `norm_num`.

In Lean, a first try:

```lean
import Mathlib

open Matrix

namespace FinalStateRuleFails

noncomputable section

variable {n m E : Type*} [Fintype n] [DecidableEq n] [Fintype m]
  [NormedAddCommGroup E] [InnerProductSpace ℂ E]

/-- The matrix of one-particle overlaps `⟨φ i, ψ j⟩` between two families of orbitals. -/
def overlap {ι : Type*} (φ ψ : ι → E) : Matrix ι ι ℂ :=
  Matrix.of fun i j => inner ℂ (φ i) (ψ j)

/-- The many-body absorption amplitude: the determinant of the overlaps between the final
orbitals `φ` and `χ` and the initial orbitals `ψ` joined by the dipole-excited core orbital `d`. -/
def amplitude (φ ψ : n → E) (χ d : E) : ℂ :=
  (overlap (Sum.elim φ fun _ : Fin 1 => χ) (Sum.elim ψ fun _ : Fin 1 => d)).det

/-- With one valence electron, the amplitude is the direct product of overlaps minus the
exchanged one. -/
theorem amplitude_one_electron (φ ψ χ d : E) :
    amplitude (fun _ : Fin 1 => φ) (fun _ => ψ) χ d =
      inner ℂ φ ψ * inner ℂ χ d - inner ℂ φ d * inner ℂ χ ψ := by
  obtain ⟨e, h0, h1⟩ : ∃ e : Fin 2 ≃ Fin 1 ⊕ Fin 1, e 0 = Sum.inl 0 ∧ e 1 = Sum.inr 0 :=
    ⟨(finSumFinEquiv (m := 1) (n := 1)).symm, rfl, rfl⟩
  rw [amplitude, ← Matrix.det_submatrix_equiv_self e, Matrix.det_fin_two]
  simp only [Matrix.submatrix_apply, h0, h1, overlap, Matrix.of_apply, Sum.elim_inl,
    Sum.elim_inr]

/-- The final orbitals of the three-level example: the standard basis vectors. -/
def finalOrbital (k : Fin 3) : EuclideanSpace ℂ (Fin 3) := EuclideanSpace.single k 1

/-- The occupied initial orbital `(4/5, 3/5, 0)` of the three-level example. -/
def initialOrbital : EuclideanSpace ℂ (Fin 3) := !₂[4 / 5, 3 / 5, 0]

/-- The dipole vector `(1, 1, 1)` of the three-level example. -/
def dipoleVector : EuclideanSpace ℂ (Fin 3) := !₂[1, 1, 1]

/-- In the three-level example with the first final orbital occupied, the many-body intensities
of the second and third final orbitals have ratio `1/16`, while their squared single-particle
dipole elements have ratio `1`. -/
theorem final_state_rule_fails :
    ‖amplitude (fun _ : Fin 1 => finalOrbital 0) (fun _ => initialOrbital)
        (finalOrbital 1) dipoleVector‖ ^ 2 /
      ‖amplitude (fun _ : Fin 1 => finalOrbital 0) (fun _ => initialOrbital)
        (finalOrbital 2) dipoleVector‖ ^ 2 = 1 / 16 ∧
    ‖inner ℂ (finalOrbital 1) dipoleVector‖ ^ 2 /
      ‖inner ℂ (finalOrbital 2) dipoleVector‖ ^ 2 = 1 := by
  -- the two amplitudes are 1/5 and 4/5
  have h1 : amplitude (fun _ : Fin 1 => finalOrbital 0) (fun _ => initialOrbital)
      (finalOrbital 1) dipoleVector = 1 / 5 := by
    rw [amplitude_one_electron]
    norm_num [finalOrbital, initialOrbital, dipoleVector, EuclideanSpace.inner_single_left]
  have h2 : amplitude (fun _ : Fin 1 => finalOrbital 0) (fun _ => initialOrbital)
      (finalOrbital 2) dipoleVector = 4 / 5 := by
    rw [amplitude_one_electron]
    norm_num [finalOrbital, initialOrbital, dipoleVector, EuclideanSpace.inner_single_left]
  constructor
  · rw [h1, h2]
    norm_num
  · norm_num [finalOrbital, dipoleVector, EuclideanSpace.inner_single_left]

end

end FinalStateRuleFails
```

Compiling this gives:

```
Main.lean:57:47: error: unsolved goals
h1 : amplitude (fun x => finalOrbital 0) (fun x => initialOrbital) (finalOrbital 1) dipoleVector = 1 / 5
⊢ 4 / 5 * ![1, 1, 1] 2 - ![4 / 5, 3 / 5, 0] 2 = 4 / 5
Main.lean:63:2: error: unsolved goals
case right
h1 : amplitude (fun x => finalOrbital 0) (fun x => initialOrbital) (finalOrbital 1) dipoleVector = 1 / 5
h2 : amplitude (fun x => finalOrbital 0) (fun x => initialOrbital) (finalOrbital 2) dipoleVector = 4 / 5
⊢ ‖![1, 1, 1] 2‖ = 1 ∨ ‖![1, 1, 1] 2‖ = -1
```

Diagnosis. Both errors come from vector entries at index 2 that `norm_num` left unevaluated. In the first, the proof of `h2` stops with `![1, 1, 1] 2` and `![4 / 5, 3 / 5, 0] 2` in the goal. These are 1 and 0, so the remaining equation is true but not closed. In the second, the dipole ratio has been reduced to a claim about `‖![1, 1, 1] 2‖`, whose left alternative holds once the entry is read as 1. The proof of `h1` needs only indices 0 and 1, and no error is reported there.

The repair states the needed coordinates as separate facts, `p0`, `p2`, `d0`, `d1` and `d2`, each proved by `rfl` because it holds by definition. The two failing `norm_num` calls now receive these facts in place of the definitions `initialOrbital` and `dipoleVector`. The vectors therefore stay folded, and coordinates such as `dipoleVector.ofLp 2` can be rewritten directly to numbers. The facts at indices 0 and 1 are included because those coordinates, too, are no longer reached by unfolding.

The repair, with which the file compiles:

```diff
@@ -54,12 +54,17 @@
     rw [amplitude_one_electron]
     norm_num [finalOrbital, initialOrbital, dipoleVector, EuclideanSpace.inner_single_left]
+  have p0 : initialOrbital.ofLp 0 = 4 / 5 := rfl
+  have p2 : initialOrbital.ofLp 2 = 0 := rfl
+  have d0 : dipoleVector.ofLp 0 = 1 := rfl
+  have d1 : dipoleVector.ofLp 1 = 1 := rfl
+  have d2 : dipoleVector.ofLp 2 = 1 := rfl
   have h2 : amplitude (fun _ : Fin 1 => finalOrbital 0) (fun _ => initialOrbital)
       (finalOrbital 2) dipoleVector = 4 / 5 := by
     rw [amplitude_one_electron]
-    norm_num [finalOrbital, initialOrbital, dipoleVector, EuclideanSpace.inner_single_left]
+    norm_num [finalOrbital, EuclideanSpace.inner_single_left, p0, p2, d0, d2]
   constructor
   · rw [h1, h2]
     norm_num
-  · norm_num [finalOrbital, dipoleVector, EuclideanSpace.inner_single_left]
+  · norm_num [finalOrbital, EuclideanSpace.inner_single_left, d1, d2]
 
 end
```
